# Antisymmetric space-spin sums and the signed permutation law of their spatial functions

## How a permutation acts on a function

An \(N\)-particle function is modelled here as a complex function of an \(N\)-tuple of one-particle coordinates, and a permutation \(P\in S_N\) acts on it by rearranging the tuple:

\[
(Pf)(x)=f(x\circ P),\qquad (x\circ P)_k=x_{P(k)} .
\]

With this choice \((QP)f=Q(Pf)\), so products of permutations act in the usual order. The same rule serves for spatial functions of \(x\) and spin functions of \(s\). The tensor product \(\phi\otimes\theta\) is the pointwise product \(\phi(x)\theta(s)\).

Let \(\theta_i\), with \(i\) in a finite index set, be linearly independent spin functions that permutations mix among themselves:

\[
P\theta_i=\sum_j U(P)_{ji}\,\theta_j ,
\]

where each \(U(P)\) is a real orthogonal matrix. Orthogonality is assumed. Physically, it holds when the \(\theta_i\) are orthonormal and the coefficients are real, because relabelling particles preserves the spin inner product.

## Antisymmetry as a condition on the spatial functions

Given one spatial function \(\phi_i\) for each \(\theta_i\), form

\[
\Psi(x,s)=\sum_i \phi_i(x)\,\theta_i(s).
\]

The Pauli principle for identical fermions requires \(\Psi(x\circ P,s\circ P)=\operatorname{sgn}(P)\,\Psi(x,s)\) for every \(P\). The main theorem says that this holds exactly when

\[
P\phi_i=\operatorname{sgn}(P)\sum_j U(P)_{ji}\,\phi_j\qquad\text{for all }P\text{ and }i .
\]

For the two-electron singlet, the exchange has \(U=-1\) and sign \(-1\), so the spatial function must be symmetric. In electronic structure theory the law tells us which spatial functions can accompany a given finite set of spin functions at fixed particle number; it says nothing about energies.

## Comparing coefficients and inverting the matrix

Permute both sets of coordinates and insert the transformation of the spin functions:

\[
\Psi(x\circ P,s\circ P)=\sum_i (P\phi_i)(x)\,(P\theta_i)(s)
=\sum_j\Big[\sum_i U(P)_{ji}\,(P\phi_i)(x)\Big]\theta_j(s).
\]

Suppose \(\Psi\) is antisymmetric. The left side then equals \(\sum_j \operatorname{sgn}(P)\,\phi_j(x)\,\theta_j(s)\). At fixed \(x\) these are two expansions in linearly independent functions of \(s\), so their coefficients agree:

\[
\sum_i U(P)_{ji}\,(P\phi_i)(x)=\operatorname{sgn}(P)\,\phi_j(x).
\]

Multiply by \(U(P)_{jk}\) and sum over \(j\). Since \(U(P)^TU(P)=1\), the left side reduces to \((P\phi_k)(x)\), which gives

\[
(P\phi_k)(x)=\operatorname{sgn}(P)\sum_j U(P)_{jk}\,\phi_j(x).
\]

Conversely, suppose the spatial law holds. Then

\[
\sum_i U(P)_{ji}(P\phi_i)(x)
=\operatorname{sgn}(P)\sum_k\Big[\sum_i U(P)_{ji}U(P)_{ki}\Big]\phi_k(x)
=\operatorname{sgn}(P)\,\phi_j(x),
\]

because a square matrix with \(U^TU=1\) also satisfies \(UU^T=1\). Inserting this in the expansion of the permuted \(\Psi\) gives antisymmetry. This direction does not use linear independence.

## Spatial partners from one arbitrary function

Functions obeying the law can be generated from any spatial function \(F\). Choose one spin function \(\theta_k\) and antisymmetrize the product, without a factor \(1/N!\):

\[
\sum_P \operatorname{sgn}(P)\,(PF)(x)\,(P\theta_k)(s)
=\sum_i\phi_i(x)\,\theta_i(s),\qquad
\phi_i=\sum_P\operatorname{sgn}(P)\,U(P)_{ik}\,PF .
\]

To see that the left side is antisymmetric, apply \(Q\) to both sets of coordinates. The summand becomes \(\operatorname{sgn}(P)\,(QPF)(x)\,(QP\theta_k)(s)\). Set \(R=QP\), so that \(\operatorname{sgn}(P)=\operatorname{sgn}(Q)\operatorname{sgn}(R)\); the sum over \(R\) is the original sum times \(\operatorname{sgn}(Q)\). The main theorem then gives the transformation law of the \(\phi_i\). Some or all of these partners may vanish.

## One flipped spin as an example

For spin-1/2 particles, let \(\theta_i(s)=1\) if particle \(i\) is the only one with its spin flipped, and \(0\) otherwise. At the configuration in which only spin \(i\) is flipped, a combination \(\sum_j g_j\theta_j\) has the value \(g_i\), so a vanishing combination has only zero coefficients.

The function \((P\theta_i)(s)\) is nonzero exactly when \(s_{P(k)}\) is flipped for \(k=i\) alone, which means that \(P(i)\) is the only flipped particle. Hence \(P\theta_i=\theta_{P(i)}\), and \(U(P)_{ji}=\delta_{j,P(i)}\) is a permutation matrix. Its columns are orthonormal. All hypotheses are therefore met for every \(N\), and the spatial law reads \(P\phi_i=\operatorname{sgn}(P)\,\phi_{P(i)}\).

## The statement in Lean

The types `X` and `S` are arbitrary sets of one-particle space and spin coordinates, and the finite type `ι` labels the spin functions. The definition `permute` is the action above, `sgn` is the sign as a complex number, and `assemble φ θ` is \(\Psi\). `TransformsBy U θ` states the spin transformation, with `U P j i` standing for \(U(P)_{ji}\). `IsAntisymmetric` permutes space and spin together.

In `antisymmetric_iff`, the hypothesis `hθ` is linear independence over \(\mathbb C\), `hO` is orthogonality and `hU` is the spin transformation. The spatial functions `φ` are unrestricted: they need not be continuous, square-integrable or nonzero. The \(\theta_i\) need not be eigenfunctions of total spin, and the matrices need not form an irreducible representation. Complex unitary matrices are not covered.

```lean
import Mathlib

open Matrix

namespace SpaceSpinAssembly

noncomputable section

variable {N : ℕ} {X S ι : Type*} [Fintype ι]

/-- The action of a particle permutation on an `N`-particle function. -/
def permute (P : Equiv.Perm (Fin N)) (f : (Fin N → X) → ℂ) (x : Fin N → X) : ℂ :=
  f (x ∘ P)

/-- The sign of a permutation as a complex number. -/
def sgn (P : Equiv.Perm (Fin N)) : ℂ := ((Equiv.Perm.sign P : ℤ) : ℂ)

/-- The functions `θ i` transform among themselves with the real matrices `U P`. -/
def TransformsBy (U : Equiv.Perm (Fin N) → Matrix ι ι ℝ)
    (θ : ι → (Fin N → S) → ℂ) : Prop :=
  ∀ P i s, permute P (θ i) s = ∑ j, (U P j i : ℂ) * θ j s

/-- The space-spin function `∑ i, φ i ⊗ θ i`, written in coordinates. -/
def assemble (φ : ι → (Fin N → X) → ℂ) (θ : ι → (Fin N → S) → ℂ)
    (x : Fin N → X) (s : Fin N → S) : ℂ :=
  ∑ i, φ i x * θ i s

/-- Antisymmetry under simultaneous permutation of space and spin coordinates. -/
def IsAntisymmetric (Ψ : (Fin N → X) → (Fin N → S) → ℂ) : Prop :=
  ∀ (P : Equiv.Perm (Fin N)) x s, Ψ (x ∘ P) (s ∘ P) = sgn P * Ψ x s

/-- Two expansions in linearly independent spin functions agree only if their
coefficients agree. -/
theorem coeff_unique {θ : ι → (Fin N → S) → ℂ} (hθ : LinearIndependent ℂ θ)
    (a b : ι → ℂ) (h : ∀ s, ∑ i, a i * θ i s = ∑ i, b i * θ i s) (i : ι) :
    a i = b i := by
  have h0 := Fintype.linearIndependent_iff.mp hθ (fun i => a i - b i) (by
    funext s
    simp only [Finset.sum_apply, Pi.smul_apply, smul_eq_mul, sub_mul,
      Finset.sum_sub_distrib, Pi.zero_apply]
    exact sub_eq_zero.mpr (h s)) i
  exact sub_eq_zero.mp h0

/-- A linear system with a real orthogonal matrix is solved by the transpose. -/
theorem orthogonal_solve [DecidableEq ι] (O : Matrix ι ι ℝ) (h : Oᵀ * O = 1)
    (a b : ι → ℂ) :
    (∀ j, ∑ i, (O j i : ℂ) * a i = b j) ↔ ∀ i, a i = ∑ j, (O j i : ℂ) * b j := by
  have h1 : (O.map Complex.ofReal)ᵀ * O.map Complex.ofReal = 1 := by
    ext i j
    have hij := congrFun (congrFun h i) j
    simp only [Matrix.mul_apply, Matrix.transpose_apply, Matrix.map_apply,
      Matrix.one_apply] at hij ⊢
    split_ifs at hij ⊢ <;> exact_mod_cast hij
  have h2 := mul_eq_one_comm.mp h1
  constructor
  · intro hab
    have e : O.map Complex.ofReal *ᵥ a = b := funext fun j => hab j
    have r : a = (O.map Complex.ofReal)ᵀ *ᵥ b := by
      rw [← e, Matrix.mulVec_mulVec, h1, Matrix.one_mulVec]
    exact fun i => congrFun r i
  · intro hab
    have e : a = (O.map Complex.ofReal)ᵀ *ᵥ b := funext fun i => hab i
    have r : O.map Complex.ofReal *ᵥ a = b := by
      rw [e, Matrix.mulVec_mulVec, h2, Matrix.one_mulVec]
    exact fun j => congrFun r j

/-- The jointly permuted space-spin function, expanded in the original spin functions. -/
theorem assemble_permuted {U : Equiv.Perm (Fin N) → Matrix ι ι ℝ}
    {θ : ι → (Fin N → S) → ℂ} (hU : TransformsBy U θ) (φ : ι → (Fin N → X) → ℂ)
    (P : Equiv.Perm (Fin N)) (x : Fin N → X) (s : Fin N → S) :
    assemble φ θ (x ∘ P) (s ∘ P) =
      ∑ j, (∑ i, (U P j i : ℂ) * permute P (φ i) x) * θ j s := by
  have h : ∀ i, θ i (s ∘ P) = ∑ j, (U P j i : ℂ) * θ j s := fun i => hU P i s
  simp only [assemble, permute, h, Finset.mul_sum, Finset.sum_mul]
  rw [Finset.sum_comm]
  exact Finset.sum_congr rfl fun j _ => Finset.sum_congr rfl fun i _ => by ring

/-- For linearly independent spin functions transforming by real orthogonal matrices, the
assembled function is antisymmetric exactly when the spatial functions transform by the
same matrices times the sign of the permutation. -/
theorem antisymmetric_iff [DecidableEq ι] {U : Equiv.Perm (Fin N) → Matrix ι ι ℝ}
    {θ : ι → (Fin N → S) → ℂ} (hθ : LinearIndependent ℂ θ)
    (hO : ∀ P, (U P)ᵀ * U P = 1) (hU : TransformsBy U θ)
    (φ : ι → (Fin N → X) → ℂ) :
    IsAntisymmetric (assemble φ θ) ↔
      ∀ P i x, permute P (φ i) x = sgn P * ∑ j, (U P j i : ℂ) * φ j x := by
  -- the sign may be moved in and out of the sum over spatial functions
  have pull : ∀ P i x, ∑ j, (U P j i : ℂ) * (sgn P * φ j x) =
      sgn P * ∑ j, (U P j i : ℂ) * φ j x := by
    intro P i x
    rw [Finset.mul_sum]
    exact Finset.sum_congr rfl fun j _ => by ring
  constructor
  · intro h P i x
    -- compare the coefficients of each spin function, then invert U(P)
    have c : ∀ j, ∑ i, (U P j i : ℂ) * permute P (φ i) x = sgn P * φ j x :=
      coeff_unique hθ (fun j => ∑ i, (U P j i : ℂ) * permute P (φ i) x)
        (fun j => sgn P * φ j x) (fun s =>
          (assemble_permuted hU φ P x s).symm.trans ((h P x s).trans (by
            simp only [assemble, Finset.mul_sum, mul_assoc])))
    exact ((orthogonal_solve (U P) (hO P) (fun i => permute P (φ i) x)
      (fun j => sgn P * φ j x)).mp c i).trans (pull P i x)
  · intro h P x s
    have c : ∀ j, ∑ i, (U P j i : ℂ) * permute P (φ i) x = sgn P * φ j x :=
      (orthogonal_solve (U P) (hO P) (fun i => permute P (φ i) x)
        (fun j => sgn P * φ j x)).mpr fun i => (h P i x).trans (pull P i x).symm
    rw [assemble_permuted hU φ P x s]
    simp only [c, assemble, Finset.mul_sum, mul_assoc]

/-- The unnormalised antisymmetrizer applied to a product of a spatial function `F`
and a spin function `χ`. -/
def antisymmetrize (F : (Fin N → X) → ℂ) (χ : (Fin N → S) → ℂ)
    (x : Fin N → X) (s : Fin N → S) : ℂ :=
  ∑ P : Equiv.Perm (Fin N), sgn P * (permute P F x * permute P χ s)

/-- The spatial functions `∑ P, sign(P) U(P)_ik P F` generated from `F`. -/
def spatialPartner (U : Equiv.Perm (Fin N) → Matrix ι ι ℝ) (F : (Fin N → X) → ℂ)
    (k i : ι) (x : Fin N → X) : ℂ :=
  ∑ P : Equiv.Perm (Fin N), sgn P * (U P i k : ℂ) * permute P F x

/-- The antisymmetrized product of `F` and `θ k` is the sum of the spatial partners
of `F` times the spin functions. -/
theorem antisymmetrize_eq_assemble {U : Equiv.Perm (Fin N) → Matrix ι ι ℝ}
    {θ : ι → (Fin N → S) → ℂ} (hU : TransformsBy U θ) (F : (Fin N → X) → ℂ) (k : ι) :
    antisymmetrize F (θ k) = assemble (spatialPartner U F k) θ := by
  funext x s
  have h : ∀ P, permute P (θ k) s = ∑ j, (U P j k : ℂ) * θ j s := fun P => hU P k s
  simp only [antisymmetrize, assemble, spatialPartner, h, Finset.mul_sum, Finset.sum_mul]
  rw [Finset.sum_comm]
  exact Finset.sum_congr rfl fun j _ => Finset.sum_congr rfl fun P _ => by ring

/-- The antisymmetrized product of any spatial and any spin function is antisymmetric. -/
theorem antisymmetrize_isAntisymmetric (F : (Fin N → X) → ℂ) (χ : (Fin N → S) → ℂ) :
    IsAntisymmetric (antisymmetrize F χ) := by
  intro Q x s
  have hsq : sgn Q * sgn Q = 1 := by
    rcases Int.units_eq_one_or (Equiv.Perm.sign Q) with h | h <;> simp [sgn, h]
  -- relabel the group sum by R = Q P
  have e : ∑ P, sgn (Q * P) * (permute (Q * P) F x * permute (Q * P) χ s) =
      ∑ R, sgn R * (permute R F x * permute R χ s) :=
    Equiv.sum_comp (Equiv.mulLeft Q)
      (fun R => sgn R * (permute R F x * permute R χ s))
  unfold antisymmetrize
  rw [← e, Finset.mul_sum]
  refine Finset.sum_congr rfl fun P _ => ?_
  have hm : sgn (Q * P) = sgn Q * sgn P := by simp [sgn]
  have hF : permute (Q * P) F x = permute P F (x ∘ Q) := rfl
  have hχ : permute (Q * P) χ s = permute P χ (s ∘ Q) := rfl
  rw [hm, hF, hχ]
  linear_combination (-(sgn P * (permute P F (x ∘ Q) * permute P χ (s ∘ Q)))) * hsq

/-- The spatial partners generated from any `F` transform by the spin matrices times
the sign of the permutation. -/
theorem spatialPartner_transforms [DecidableEq ι]
    {U : Equiv.Perm (Fin N) → Matrix ι ι ℝ} {θ : ι → (Fin N → S) → ℂ}
    (hθ : LinearIndependent ℂ θ) (hO : ∀ P, (U P)ᵀ * U P = 1) (hU : TransformsBy U θ)
    (F : (Fin N → X) → ℂ) (k : ι) (P : Equiv.Perm (Fin N)) (i : ι) (x : Fin N → X) :
    permute P (spatialPartner U F k i) x =
      sgn P * ∑ j, (U P j i : ℂ) * spatialPartner U F k j x := by
  have h : IsAntisymmetric (assemble (spatialPartner U F k) θ) := by
    rw [← antisymmetrize_eq_assemble hU]
    exact antisymmetrize_isAntisymmetric F (θ k)
  exact (antisymmetric_iff hθ hO hU _).mp h P i x

/-- The spin-1/2 function in which exactly particle `i` has its spin flipped. -/
def oneFlip (i : Fin N) (s : Fin N → Fin 2) : ℂ :=
  if ∀ k, s k = 1 ↔ k = i then 1 else 0

/-- The permutation matrix that sends particle label `i` to `P i`. -/
def flipMatrix (P : Equiv.Perm (Fin N)) : Matrix (Fin N) (Fin N) ℝ :=
  fun j i => if j = P i then 1 else 0

/-- The one-flip spin functions are linearly independent and transform by the
permutation matrices, which are orthogonal. -/
theorem oneFlip_witness :
    LinearIndependent ℂ (oneFlip (N := N)) ∧
      (∀ P : Equiv.Perm (Fin N), (flipMatrix P)ᵀ * flipMatrix P = 1) ∧
      TransformsBy flipMatrix (oneFlip (N := N)) := by
  refine ⟨Fintype.linearIndependent_iff.mpr ?_, ?_, ?_⟩
  · intro g hg i
    -- evaluate at the configuration with only spin i flipped
    have e : ∀ j, oneFlip j (fun k => if k = i then 1 else 0) =
        if j = i then 1 else 0 := by
      intro j
      unfold oneFlip
      refine if_congr ?_ rfl rfl
      constructor
      · intro h
        have hj := (h j).2 rfl
        by_contra hne
        simp [hne] at hj
      · intro h k
        rw [h]
        by_cases hk : k = i <;> simp [hk]
    have h := congrFun hg (fun k => if k = i then 1 else 0)
    simp only [Finset.sum_apply, Pi.smul_apply, smul_eq_mul, e, Pi.zero_apply] at h
    simpa using h
  · intro P
    ext i j
    simp only [Matrix.mul_apply, Matrix.transpose_apply, flipMatrix, Matrix.one_apply,
      ite_mul, one_mul, zero_mul, Finset.sum_ite_eq', Finset.mem_univ, if_true,
      EmbeddingLike.apply_eq_iff_eq]
  · intro P i s
    have e : permute P (oneFlip i) s = oneFlip (P i) s := by
      unfold permute oneFlip
      refine if_congr ?_ rfl rfl
      constructor
      · intro h m
        simpa [Equiv.symm_apply_eq] using h (P.symm m)
      · intro h k
        simpa using h (P k)
    rw [e, Finset.sum_eq_single (P i)]
    · simp [flipMatrix]
    · intro j _ hj
      simp [flipMatrix, hj]
    · simp

end

end SpaceSpinAssembly
```

```lean
#print axioms SpaceSpinAssembly.antisymmetric_iff
#print axioms SpaceSpinAssembly.spatialPartner_transforms
```

```
'SpaceSpinAssembly.antisymmetric_iff' depends on axioms: [propext, Classical.choice, Quot.sound]
'SpaceSpinAssembly.spatialPartner_transforms' depends on axioms: [propext, Classical.choice, Quot.sound]
```

## How the proof follows the derivation

**Coefficients.** `coeff_unique` applies linear independence to the differences `a i - b i`. It is used at one fixed spatial point, where the values of the spatial functions are just complex numbers.

**Inversion.** `orthogonal_solve` states that \(Oa=b\) is equivalent to \(a=O^Tb\). The matrix is real but the vectors are complex, so `h1` first carries \(O^TO=1\) over to the complex matrix. `mul_eq_one_comm` then supplies \(OO^T=1\), and each direction multiplies by the appropriate matrix.

**Expansion.** `assemble_permuted` is the formula for the jointly permuted \(\Psi\). It inserts the spin transformation and exchanges the two finite sums with `Finset.sum_comm`.

**Equivalence.** In `antisymmetric_iff`, the auxiliary fact `pull` moves the sign through the sum over \(j\). The forward direction obtains the coefficient equations `c` from `coeff_unique` and inverts them with `orthogonal_solve`. The reverse direction obtains `c` from the spatial law by the other half of `orthogonal_solve` and substitutes it into the expansion.

**Partners.** `antisymmetrize_eq_assemble` collects the coefficient of each spin function. `antisymmetrize_isAntisymmetric` carries out the relabelling \(R=QP\) through `Equiv.sum_comp`, with `hsq` supplying \(\operatorname{sgn}(Q)^2=1\). `spatialPartner_transforms` combines these two results with the forward direction of the main theorem.

**Example.** `oneFlip_witness` proves its three claims in turn: evaluation at a one-flip configuration gives linear independence, multiplication of the permutation matrices gives orthogonality, and the identity `permute P (oneFlip i) s = oneFlip (P i) s` leaves a single term in the transformation sum.
